# Binomial photon statistics of a Fock state under linear loss

A single bosonic mode, such as a cavity mode at zero temperature, starts with exactly $m$ photons and loses them at rate $\gamma$. Let $P_n(t)$ be the probability of finding $n$ photons at time $t$. The question is what these populations are at later times.

Here $\gamma$ is the decay rate of the photon number, so the field amplitude decays at $\gamma/2$. Likewise $\eta$ is the transmissivity for intensity, the chance that one photon survives.

## Transmissivity, binomial weights and rate equations

```lean
import Mathlib

open Finset

namespace PhotonLoss

noncomputable section

/-- The transmissivity `η(t) = exp(-γ t)` of a mode damped at rate `γ`. -/
def transmissivity (γ t : ℝ) : ℝ := Real.exp (-γ * t)
```

In ordinary notation, $\eta(t) = e^{-\gamma t}$. Both arguments are arbitrary real numbers, written after the function name without brackets or commas: `transmissivity γ t`.

```lean
/-- The binomial weight for `n` photons remaining out of `m` at transmissivity `η`. -/
def lossProb (m : ℕ) (η : ℝ) (n : ℕ) : ℝ :=
  (m.choose n : ℝ) * η ^ n * (1 - η) ^ (m - n)
```

This is the binomial weight

$$p_m(n;\eta) = \binom{m}{n}\,\eta^n (1-\eta)^{m-n}.$$

The type `ℕ` holds the photon numbers and `ℝ` the real values. Subtraction in `ℕ` stops at zero, which does no harm: for $n>m$ the binomial coefficient vanishes, and so does the weight. Lean also takes $0^0=1$, as is usual in the binomial theorem.

```lean
/-- The damping master equation for photon-number populations:
`P_n' = γ ((n+1) P_(n+1) - n P_n)` for all `n` and all times. -/
def SolvesDamping (γ : ℝ) (P : ℝ → ℕ → ℝ) : Prop :=
  ∀ (n : ℕ) (t : ℝ), HasDerivAt (fun s => P s n)
    (γ * (((n : ℝ) + 1) * P t (n + 1) - (n : ℝ) * P t n)) t
```

`SolvesDamping γ P` is the statement that, for every $n$ and every real $t$,

$$P_n'(t) = \gamma\big[(n+1)P_{n+1}(t) - nP_n(t)\big].$$

For $\gamma>0$, level $n$ is fed from level $n+1$ and, if $n\ge 1$, drains to level $n-1$. Lean writes $P_n(t)$ as `P t n`, time first. `HasDerivAt f d t` says that `f` is differentiable at `t` with derivative `d`.

These equations are the starting point. In physics they are the diagonal part of the Lindblad equation with jump operator $\sqrt{\gamma}\,a$, where $a$ is the annihilation operator and the Hamiltonian depends only on the photon number. That step from the density operator to the populations is assumed. Neither thermal photons nor coherences between Fock states appear.

## Two ingredients for the time derivative

```lean
/-- The transmissivity obeys `η' = -γ η`. -/
theorem transmissivity_hasDerivAt (γ t : ℝ) :
    HasDerivAt (fun s => transmissivity γ s) (-γ * transmissivity γ t) t := by
  unfold transmissivity
  have h : HasDerivAt (fun s : ℝ => -γ * s) (-γ) t :=
    ((hasDerivAt_id' t).const_mul (-γ)).congr_deriv (by ring)
  exact h.exp.congr_deriv (by ring)
```

The chain rule gives $\eta' = -\gamma\eta$. In the proof, `h` differentiates the exponent $-\gamma s$, `h.exp` applies the chain rule, and `ring` reorders the factors.

```lean
/-- The term feeding level `n` from level `n + 1`, without the rate `γ`, written with the binomial
coefficient of level `n`. -/
theorem feeding_term (m n : ℕ) (η : ℝ) :
    ((n : ℝ) + 1) * lossProb m η (n + 1) =
      (m.choose n : ℝ) * ((m - n : ℕ) : ℝ) * η ^ (n + 1) * (1 - η) ^ (m - n - 1) := by
  have h : (m.choose (n + 1) : ℝ) * ((n : ℝ) + 1)
      = (m.choose n : ℝ) * ((m - n : ℕ) : ℝ) := by
    exact_mod_cast Nat.choose_succ_right_eq m n
  unfold lossProb
  rw [show m - (n + 1) = m - n - 1 by omega]
  linear_combination η ^ (n + 1) * (1 - η) ^ (m - n - 1) * h
```

For $n<m$,

$$(n+1)\binom{m}{n+1} = \frac{m!}{n!\,(m-n-1)!} = (m-n)\binom{m}{n}.$$

Multiplying by the remaining powers gives

$$(n+1)\,p_m(n+1;\eta) = \binom{m}{n}(m-n)\,\eta^{n+1}(1-\eta)^{m-n-1}.$$

For $n\ge m$ both sides are zero. The proof takes the coefficient identity from Mathlib as `h`, moves it from natural to real numbers with `exact_mod_cast`, and multiplies it by the common powers with `linear_combination`.

## Normalisation from the generating function

```lean
/-- The photon-number generating function after loss is `(1 - η + η z)^m`. -/
theorem generating_function (m : ℕ) (η z : ℝ) :
    HasSum (fun n : ℕ => z ^ n * lossProb m η n) ((1 - η + η * z) ^ m) := by
  have h : HasSum (fun n : ℕ => z ^ n * lossProb m η n)
      (∑ n ∈ range (m + 1), z ^ n * lossProb m η n) := by
    apply hasSum_sum_of_ne_finset_zero
    intro n hn
    have hmn : m < n := by
      rw [Finset.mem_range] at hn
      omega
    simp [lossProb, Nat.choose_eq_zero_of_lt hmn]
  -- the finite sum is the binomial theorem
  have e : (1 - η + η * z) ^ m = ∑ n ∈ range (m + 1), z ^ n * lossProb m η n := by
    rw [show 1 - η + η * z = η * z + (1 - η) by ring, add_pow]
    apply Finset.sum_congr rfl
    intro n _
    unfold lossProb
    rw [mul_pow]
    ring
  rw [e]
  exact h
```

`HasSum f a` says that the series with terms `f` converges to `a`. Here the sum over all photon numbers stops at $n=m$, and the binomial theorem evaluates it:

$$\sum_n z^n p_m(n;\eta) = \sum_{n=0}^{m}\binom{m}{n}(\eta z)^n(1-\eta)^{m-n} = (1-\eta+\eta z)^m.$$

The fact `h` reduces the infinite sum to the finite one, and `e` applies the binomial theorem, called `add_pow` in Mathlib.

```lean
/-- For `γ ≥ 0` and `t ≥ 0` the binomial weights at transmissivity `η(t)` are
nonnegative and sum to one. -/
theorem is_probability (m : ℕ) {γ t : ℝ} (hγ : 0 ≤ γ) (ht : 0 ≤ t) :
    (∀ n, 0 ≤ lossProb m (transmissivity γ t) n) ∧
      HasSum (fun n => lossProb m (transmissivity γ t) n) 1 := by
  constructor
  · intro n
    have h0 : 0 ≤ transmissivity γ t := (Real.exp_pos _).le
    have h1 : transmissivity γ t ≤ 1 :=
      Real.exp_le_one_iff.mpr (by nlinarith [mul_nonneg hγ ht])
    have h2 : 0 ≤ 1 - transmissivity γ t := by linarith
    unfold lossProb
    positivity
  · simpa using generating_function m (transmissivity γ t) 1
```

If $\gamma\ge 0$ and $t\ge 0$, then $0<\eta(t)\le 1$. Every factor of the weight is then nonnegative, which `positivity` confirms. Setting $z=1$ in the generating function gives total probability $1^m=1$. The sign conditions serve only nonnegativity; the sum equals one for any real $\eta$.

## The mean photon number

```lean
/-- The mean photon number after loss is `m η`. -/
theorem mean_photon_number (m : ℕ) (η : ℝ) :
    HasSum (fun n : ℕ => (n : ℝ) * lossProb m η n) ((m : ℝ) * η) := by
  rcases m with _ | k
  · have h : (fun n : ℕ => (n : ℝ) * lossProb 0 η n) = fun _ => 0 := by
      funext n
      rcases n with _ | n <;> simp [lossProb]
    rw [h]
    simp
  · -- taking out one photon relates `k + 1` initial photons to `k`
    have key : (fun n : ℕ => ((n + 1 : ℕ) : ℝ) * lossProb (k + 1) η (n + 1))
        = fun n => ((k : ℝ) + 1) * η * lossProb k η n := by
      funext n
      have h : ((k : ℝ) + 1) * (k.choose n : ℝ)
          = ((k + 1).choose (n + 1) : ℝ) * ((n : ℝ) + 1) := by
        exact_mod_cast Nat.add_one_mul_choose_eq k n
      unfold lossProb
      rw [show k + 1 - (n + 1) = k - n by omega]
      push_cast
      linear_combination (-(η ^ (n + 1) * (1 - η) ^ (k - n))) * h
    have norm : HasSum (fun n => lossProb k η n) 1 := by
      simpa using generating_function k η 1
    have shifted := norm.mul_left (((k : ℝ) + 1) * η)
    rw [← key] at shifted
    have total := (hasSum_nat_add_iff
      (f := fun n : ℕ => (n : ℝ) * lossProb (k + 1) η n) 1).mp shifted
    -- the vacuum level contributes nothing to the mean
    have e : ((k + 1 : ℕ) : ℝ) * η = ((k : ℝ) + 1) * η * 1
        + ∑ i ∈ range 1, (i : ℝ) * lossProb (k + 1) η i := by
      rw [Finset.sum_range_one]
      push_cast
      ring
    rw [e]
    exact total
```

The claim is $\sum_n n\,p_m(n;\eta) = m\eta$. The identity holds for every real $\eta$; for $0\le\eta\le 1$ the weights are probabilities and the sum is the mean photon number. For $m=0$ only the vacuum is populated, and the mean is zero. For $m=k+1$, use $(n+1)\binom{k+1}{n+1} = (k+1)\binom{k}{n}$, which gives

$$(n+1)\,p_{k+1}(n+1;\eta) = (k+1)\,\eta\,p_k(n;\eta).$$

Summing over $n$, with the weights $p_k$ adding to one, yields $(k+1)\eta$. The vacuum term left out on the left contributes $0\cdot p_{k+1}(0;\eta)=0$.

In Lean, `key` is the displayed relation, `norm` the normalisation for $k$ photons, and `shifted` their combination. The lemma `hasSum_nat_add_iff` puts the vacuum term back.

## The binomial law solves the master equation

```lean
/-- The binomial law with `η(t) = exp(-γ t)` solves the damping master equation, starts at the Fock
state `m`, and satisfies `∑ n * P_n = m η(t)` at every real time; this sum is the mean photon number
when `γ t ≥ 0`. -/
theorem damped_fock_state (γ : ℝ) (m : ℕ) :
    SolvesDamping γ (fun t n => lossProb m (transmissivity γ t) n) ∧
    (∀ n, lossProb m (transmissivity γ 0) n = if n = m then 1 else 0) ∧
    ∀ t, HasSum (fun n : ℕ => (n : ℝ) * lossProb m (transmissivity γ t) n)
      ((m : ℝ) * transmissivity γ t) := by
  refine ⟨?_, ?_, fun t => mean_photon_number m _⟩
  · intro n t
    show HasDerivAt (fun s => lossProb m (transmissivity γ s) n)
      (γ * (((n : ℝ) + 1) * lossProb m (transmissivity γ t) (n + 1)
        - (n : ℝ) * lossProb m (transmissivity γ t) n)) t
    have hη := transmissivity_hasDerivAt γ t
    have h1 : HasDerivAt (fun s => transmissivity γ s ^ n)
        (-γ * n * transmissivity γ t ^ n) t := by
      refine (hη.fun_pow n).congr_deriv ?_
      rcases n with _ | n
      · simp
      · rw [Nat.add_sub_cancel]
        ring
    have h2 := (hη.const_sub 1).fun_pow (m - n)
    -- rewrite the feeding term, then apply the product rule
    rw [feeding_term m n (transmissivity γ t)]
    unfold lossProb
    exact ((h1.const_mul (m.choose n : ℝ)).fun_mul h2).congr_deriv (by ring)
  · intro n
    have h1 : transmissivity γ 0 = 1 := by simp [transmissivity]
    rw [h1]
    unfold lossProb
    rcases lt_trichotomy n m with h | h | h
    · have hs : m - n ≠ 0 := by omega
      rw [if_neg h.ne, sub_self, zero_pow hs, mul_zero]
    · subst h
      simp
    · rw [if_neg h.ne', Nat.choose_eq_zero_of_lt h]
      simp
```

The theorem joins three statements with `∧`, for every real $\gamma$ and every $m$. With $P_n(t) = p_m(n;\eta(t))$, the populations solve the master equation, they equal 1 at $n=m$ and 0 elsewhere when $t=0$, and $\sum_n nP_n(t)=m\,\eta(t)$ at all real times. For $\gamma\ge 0$ and $t\ge 0$ this sum is the mean photon number. For $\gamma>0$, $m\ge 1$ and $t<0$ the formula only continues the solution backwards: there $\eta>1$ and $P_m>1$, so the values are not probabilities.

For the first statement, $\eta'=-\gamma\eta$ gives

$$\frac{d}{dt}\eta^n = -\gamma n\,\eta^n, \qquad \frac{d}{dt}(1-\eta)^{m-n} = \gamma\,(m-n)\,\eta\,(1-\eta)^{m-n-1}.$$

The product rule then yields

$$P_n' = -\gamma nP_n + \gamma\binom{m}{n}(m-n)\,\eta^{n+1}(1-\eta)^{m-n-1}.$$

By the feeding identity the last term is $\gamma(n+1)P_{n+1}$, which is the master equation. The two derivatives are `h1` and `h2`, and `fun_mul` is the product rule.

For the second statement, $\eta(0)=1$. If $n<m$, the factor $(1-1)^{m-n}$ is zero; if $n=m$, the weight is 1; if $n>m$, the binomial coefficient is zero. `lt_trichotomy` splits the proof into these three cases. The third statement is the mean already found.

The smallest case with any decay is $m=1$. There $P_1=e^{-\gamma t}$ and $P_0=1-e^{-\gamma t}$, so $P_0'=\gamma P_1$: the exponential decay of a single excitation.

For a single mode with linear loss at zero temperature, prepared in a Fock state and with a Hamiltonian that depends only on the photon number, this gives a closed-form reference for the populations in numerical solutions of the quantum-optical master equation.

## No other solution without population above $m$

```lean
/-- Two solutions of the damping master equation with the same initial populations,
and with no population above `m` photons at any time, coincide. -/
theorem damping_unique {γ : ℝ} {m : ℕ} {P Q : ℝ → ℕ → ℝ}
    (hP : SolvesDamping γ P) (hQ : SolvesDamping γ Q) (h0 : ∀ n, P 0 n = Q 0 n)
    (bP : ∀ t n, m < n → P t n = 0) (bQ : ∀ t n, m < n → Q t n = 0) :
    ∀ t n, P t n = Q t n := by
  -- descend from the empty levels above `m`
  have main : ∀ j n : ℕ, m < n + j → ∀ t, P t n = Q t n := by
    intro j
    induction j with
    | zero =>
      intro n hn t
      rw [bP t n (by omega), bQ t n (by omega)]
    | succ j ih =>
      intro n hn t
      have hg : ∀ s, HasDerivAt
          (fun s => (P s n - Q s n) * transmissivity (-(γ * n)) s) 0 s := by
        intro s
        refine (((hP n s).fun_sub (hQ n s)).fun_mul
          (transmissivity_hasDerivAt (-(γ * n)) s)).congr_deriv ?_
        rw [ih (n + 1) (by omega) s]
        ring
      have hc := is_const_of_deriv_eq_zero
        (fun s => (hg s).differentiableAt) (fun s => (hg s).deriv) t 0
      simp only [h0 n, sub_self, zero_mul] at hc
      exact sub_eq_zero.mp ((mul_eq_zero.mp hc).resolve_right (Real.exp_ne_zero _))
  intro t n
  exact main (m + 1) n (by omega) t
```

The hypotheses `hP` and `hQ` say that $P$ and $Q$ both solve the equations, `h0` that they agree at $t=0$, and `bP` and `bQ` that neither has population above level $m$ at any real time. For $t\ge 0$ the last condition expresses that loss adds no photons to a mode that starts with at most $m$; for $t<0$ it restricts how the solution is continued backwards in time. It is assumed here, not derived from the equations.

Let $D_n=P_n-Q_n$. Subtracting the two master equations gives

$$D_n' = \gamma\big[(n+1)D_{n+1}-nD_n\big].$$

Above $m$ all differences vanish. Now go down one level at a time. If $D_{n+1}=0$ at all times, then $D_n'=-\gamma nD_n$, and

$$\frac{d}{dt}\Big(D_n e^{\gamma nt}\Big) = \big(-\gamma n+\gamma n\big)D_n e^{\gamma nt} = 0.$$

So $D_n(t)\,e^{\gamma nt}=D_n(0)=0$. The exponential is never zero, hence $D_n(t)=0$.

In Lean the descent is an induction on `j`, which treats the levels with $m<n+j$. The case $j=0$ contains the empty levels, and $j=m+1$ reaches every level. The integrating factor $e^{\gamma ns}$ is written `transmissivity (-(γ * n)) s`, a use of the same exponential with no optical meaning. The zero derivative is `hg`, and `is_const_of_deriv_eq_zero` turns it into equality of the values at times `t` and `0`.

```lean
/-- A solution of the damping master equation that starts at the Fock state `m` and
never has population above `m` photons is the binomial law. -/
theorem damped_fock_state_unique {γ : ℝ} {m : ℕ} {P : ℝ → ℕ → ℝ}
    (hP : SolvesDamping γ P) (h0 : ∀ n, P 0 n = if n = m then 1 else 0)
    (bP : ∀ t n, m < n → P t n = 0) (t : ℝ) (n : ℕ) :
    P t n = lossProb m (transmissivity γ t) n := by
  obtain ⟨hQ, hi, _⟩ := damped_fock_state γ m
  refine damping_unique hP hQ (fun k => (h0 k).trans (hi k).symm) bP ?_ t n
  intro s k hk
  simp [lossProb, Nat.choose_eq_zero_of_lt hk]

end

end PhotonLoss
```

If a solution starts in the Fock state $m$ and never has population above $m$, then $P_n(t)=p_m(n;\eta(t))$ for all $n$ and $t$. The proof compares $P$ with the binomial solution through `damping_unique`. The binomial solution meets the condition above $m$ because its coefficients vanish there.

```lean
#print axioms PhotonLoss.is_probability
-- 'PhotonLoss.is_probability' depends on axioms: [propext, Classical.choice, Quot.sound]
#print axioms PhotonLoss.damped_fock_state_unique
-- 'PhotonLoss.damped_fock_state_unique' depends on axioms: [propext, Classical.choice, Quot.sound]
```
